# Signed crossings of a differentiable Wannier phase with a transverse reference line sum to its winding

Take the phase θ(k) = k and the reference line c = π. Measure the phase from the line in units of 2π, and add floor and ceiling:

z(k) = (θ(k) − c)/(2π)

b(k) = ⌊z(k)⌋ + ⌈z(k)⌉

As k runs from 0 to 2π, z rises from −1/2 to 1/2. The integer b is −1 before k = π, 0 at k = π, and 1 after it. One upward crossing raises b by 2, and one unit of winding also raises b by 2.

In general, let θ be differentiable with

θ(k + 2π) = θ(k) + 2πC, C an integer.

A crossing is a k in [0, 2π) at which θ(k) − c is an integer multiple of 2π. If θ′ ≠ 0 at every crossing (the line is then called transverse), there are finitely many of them, and

Σ sgn θ′(k) = C, summed over the crossings.

## Reading a Chern number from Wannier flow

For an isolated band of a non-interacting two-dimensional insulator, let k be the crystal momentum along one lattice direction, scaled to have period 2π. Then θ(k)/(2π) is the hybrid Wannier centre along the other direction, in units of the cell length, and C is the Chern number up to an orientation convention. A code can therefore obtain C by counting signed crossings, and any two transverse reference lines must give the same signed count.

A case with a backward crossing is θ(k) = k + (π/2) sin k, with C = 1 and c = π. The line is met at three momenta:

k = π/2, π, 3π/2

θ′(k) = 1 + (π/2) cos k = 1, 1 − π/2, 1

The signs are +1, −1, +1, with sum 1. An unsigned count would give 3.

## From local steps to the winding

If z = n is an integer, then b = 2n; if n < z < n + 1, then b = 2n + 1. So b is even exactly where the phase meets the line.

Let x be a momentum where the phase meets the line. The quotient (θ(y) − θ(x))/(y − x) tends to θ′(x) ≠ 0, so it has the sign of θ′(x) for y near x, y ≠ x. By continuity, z(y) also stays at distance less than 1 from the integer z(x). Hence, near x,

b(y) = b(x) + w(x) sgn(y − x), w(x) = sgn θ′(x).

If x is not such a momentum, z(x) lies strictly between two consecutive integers, continuity keeps z(y) there, and the same formula holds with w(x) = 0.

The zone edges are equivalent: the phase meets the line at 2π exactly when it does at 0, and differentiating the winding condition gives θ′(2π) = θ′(0). Transversality therefore holds on all of [0, 2π].

Close to any x in this interval, b(y) is odd for y ≠ x, so x is the only possible meeting point nearby. Finitely many such neighbourhoods cover the compact interval, which makes the crossings finite in number.

Let P be the finite set consisting of the crossings and the endpoint 2π. The function

g(k) = b(k) − Σ_{p∈P} w(p) sgn(k − p)

is locally constant on [0, 2π], because each step of b is cancelled by its own term. The interval is connected, so g(2π) = g(0), which reads

b(2π) − b(0) = Σ_{p∈P} w(p) [sgn(2π − p) − sgn(0 − p)].

The left side is 2C, since z(2π) = z(0) + C. On the right, an interior crossing gives 2w(p). The endpoints give w(0) and w(2π) = w(0), together 2w(0). Dividing by 2 gives the identity.

Each sign has absolute value at most 1, so there are at least |C| crossings.

## The Lean file

```lean
import Mathlib

open Filter Topology Real

namespace WannierCrossings

local notation "sgn" => SignType.sign

variable {θ : ℝ → ℝ} {c : ℝ} {C : ℤ}

/-- The Wannier phase `θ` meets the reference line `c` modulo `2π` at momentum `k`. -/
def IsCrossing (θ : ℝ → ℝ) (c k : ℝ) : Prop := ∃ n : ℤ, θ k - c = 2 * π * n

/-- The momenta in the Brillouin zone `[0, 2π)` at which the phase meets the line `c`. -/
def crossings (θ : ℝ → ℝ) (c : ℝ) : Set ℝ :=
  {k | k ∈ Set.Ico 0 (2 * π) ∧ IsCrossing θ c k}

/-- The sign of the phase velocity at `k`, as an integer. -/
noncomputable def direction (θ : ℝ → ℝ) (k : ℝ) : ℤ := (sgn (deriv θ k) : ℤ)

open scoped Classical in
/-- The direction at a crossing, and zero at every other momentum. -/
noncomputable def weight (θ : ℝ → ℝ) (c k : ℝ) : ℤ :=
  if IsCrossing θ c k then direction θ k else 0

/-- Floor plus ceiling of the phase measured from `c` in units of `2π`. -/
noncomputable def branch (θ : ℝ → ℝ) (c k : ℝ) : ℤ :=
  ⌊(θ k - c) / (2 * π)⌋ + ⌈(θ k - c) / (2 * π)⌉

/-- Near a momentum with nonzero phase velocity, the sign of the phase increment is the sign of the
velocity times the sign of the momentum displacement. -/
theorem sign_increment {x : ℝ} (hd : DifferentiableAt ℝ θ x) (h0 : deriv θ x ≠ 0) :
    ∀ᶠ y in 𝓝 x, sgn (θ y - θ x) = sgn (deriv θ x) * sgn (y - x) := by
  have hs := hasDerivAt_iff_tendsto_slope.1 hd.hasDerivAt
  have hsign : ∀ᶠ y in 𝓝[≠] x, sgn (slope θ x y) = sgn (deriv θ x) := by
    rcases lt_or_gt_of_ne h0 with h | h
    · filter_upwards [hs.eventually (eventually_lt_nhds h)] with y hy
      rw [sign_neg hy, sign_neg h]
    · filter_upwards [hs.eventually (eventually_gt_nhds h)] with y hy
      rw [sign_pos hy, sign_pos h]
  filter_upwards [eventually_nhdsWithin_iff.1 hsign] with y hy
  by_cases hxy : y = x
  · simp [hxy]
  · rw [← hy hxy, ← sign_mul, slope_def_field, div_mul_cancel₀ _ (sub_ne_zero.2 hxy)]

/-- At distance less than one from an integer `n`, floor plus ceiling is `2n` plus the sign of the
displacement from `n`. -/
theorem floor_add_ceil {z : ℝ} {n : ℤ} (h : |z - n| < 1) :
    ⌊z⌋ + ⌈z⌉ = 2 * n + (sgn (z - n) : ℤ) := by
  obtain ⟨h1, h2⟩ := abs_lt.1 h
  rcases lt_trichotomy z n with hz | hz | hz
  · have hf : ⌊z⌋ = n - 1 :=
      Int.floor_eq_iff.2 ⟨by push_cast; linarith, by push_cast; linarith⟩
    have hc : ⌈z⌉ = n := Int.ceil_eq_iff.2 ⟨by linarith, hz.le⟩
    rw [hf, hc, sign_neg (sub_neg.2 hz), SignType.coe_neg_one]
    ring
  · subst hz
    simp [two_mul]
  · have hf : ⌊z⌋ = n := Int.floor_eq_iff.2 ⟨hz.le, by linarith⟩
    have hc : ⌈z⌉ = n + 1 :=
      Int.ceil_eq_iff.2 ⟨by push_cast; linarith, by push_cast; linarith⟩
    rw [hf, hc, sign_pos (sub_pos.2 hz), SignType.coe_one]
    ring

/-- The phase meets the reference line exactly where the branch index is even. -/
theorem isCrossing_iff_even {k : ℝ} : IsCrossing θ c k ↔ Even (branch θ c k) := by
  constructor
  · rintro ⟨n, hn⟩
    have h : (θ k - c) / (2 * π) = n := by rw [hn]; field_simp
    exact ⟨n, by rw [branch, h, Int.floor_intCast, Int.ceil_intCast]⟩
  · rintro ⟨m, hm⟩
    rw [branch] at hm
    have h1 := Int.ceil_le_floor_add_one ((θ k - c) / (2 * π))
    have h2 := Int.floor_le_ceil ((θ k - c) / (2 * π))
    have h3 : ⌈(θ k - c) / (2 * π)⌉ = m := by omega
    have h4 : ⌊(θ k - c) / (2 * π)⌋ = m := by omega
    have h5 : (θ k - c) / (2 * π) = m :=
      le_antisymm (Int.ceil_le.1 h3.le) (Int.le_floor.1 h4.ge)
    exact ⟨m, by rw [← h5]; field_simp⟩

/-- Near any momentum at which the phase is differentiable and which is not a tangential crossing,
the branch index changes by the weight times the sign of the displacement. -/
theorem branch_local {x : ℝ} (hd : DifferentiableAt ℝ θ x)
    (hreg : IsCrossing θ c x → deriv θ x ≠ 0) :
    ∀ᶠ y in 𝓝 x, branch θ c y = branch θ c x + weight θ c x * (sgn (y - x) : ℤ) := by
  have hpi : 0 < 2 * π := by positivity
  have hcont : ContinuousAt (fun y => (θ y - c) / (2 * π)) x :=
    (hd.continuousAt.sub continuousAt_const).div_const _
  by_cases hx : IsCrossing θ c x
  · obtain ⟨n, hn⟩ := id hx
    have hfx : (θ x - c) / (2 * π) = n := by rw [hn]; field_simp
    have hnear : ∀ᶠ y in 𝓝 x, |(θ y - c) / (2 * π) - n| < 1 := by
      have h := Metric.continuousAt_iff'.1 hcont 1 one_pos
      simpa only [hfx, Real.dist_eq] using h
    have hmul : ∀ a b : SignType, ((a * b : SignType) : ℤ) = (a : ℤ) * (b : ℤ) := by decide
    filter_upwards [hnear, sign_increment hd (hreg hx)] with y h1 h2
    have h3 : (θ y - c) / (2 * π) - n = (2 * π)⁻¹ * (θ y - θ x) := by rw [← hfx]; ring
    have h4 : branch θ c x = 2 * n := by
      rw [branch, hfx, Int.floor_intCast, Int.ceil_intCast]; ring
    rw [h4, branch, floor_add_ceil h1, h3, sign_mul, sign_pos (inv_pos.2 hpi), one_mul,
      h2, weight, if_pos hx, direction, hmul]
  · -- away from the line the phase stays between two consecutive integers
    obtain ⟨m, h1, h2⟩ : ∃ m : ℤ, (m : ℝ) ≤ (θ x - c) / (2 * π) ∧
        (θ x - c) / (2 * π) < m + 1 := ⟨_, Int.floor_le _, Int.lt_floor_add_one _⟩
    have hlt : (m : ℝ) < (θ x - c) / (2 * π) :=
      lt_of_le_of_ne h1 fun h => hx ⟨m, by rw [h]; field_simp⟩
    have key : ∀ z : ℝ, (m : ℝ) < z → z < m + 1 → ⌊z⌋ + ⌈z⌉ = 2 * m + 1 := by
      intro z a b
      have hc : ⌈z⌉ = m + 1 :=
        Int.ceil_eq_iff.2 ⟨by push_cast; linarith, by push_cast; linarith⟩
      rw [Int.floor_eq_iff.2 ⟨a.le, b⟩, hc]
      ring
    filter_upwards [hcont.eventually (eventually_gt_nhds hlt),
      hcont.eventually (eventually_lt_nhds h2)] with y h3 h4
    have e1 : branch θ c y = 2 * m + 1 := key _ h3 h4
    have e2 : branch θ c x = 2 * m + 1 := key _ hlt h2
    rw [e1, e2, weight, if_neg hx, zero_mul, add_zero]

/-- If the phase is differentiable and no crossing in the closed zone is tangential, there are
finitely many crossings in `[0, 2π)`. -/
theorem crossings_finite (hθ : Differentiable ℝ θ)
    (hreg : ∀ k ∈ Set.Icc 0 (2 * π), IsCrossing θ c k → deriv θ k ≠ 0) :
    (crossings θ c).Finite := by
  have hodd : ∀ a b : SignType, a ≠ 0 → b ≠ 0 → ¬ Even ((a : ℤ) * (b : ℤ)) := by decide
  -- parity of the branch index isolates every crossing
  have hiso : ∀ x ∈ Set.Icc 0 (2 * π), {y | IsCrossing θ c y → y = x} ∈ 𝓝 x := by
    intro x hx
    filter_upwards [branch_local (hθ x) (hreg x hx)] with y hy hcy
    by_contra hne
    have he := isCrossing_iff_even.1 hcy
    by_cases hc : IsCrossing θ c x
    · rw [hy, weight, if_pos hc, direction] at he
      exact hodd _ _ (mt sign_eq_zero_iff.1 (hreg x hx hc))
        (mt sign_eq_zero_iff.1 (sub_ne_zero.2 hne))
        ((Int.even_add.1 he).1 (isCrossing_iff_even.1 hc))
    · rw [hy, weight, if_neg hc, zero_mul, add_zero] at he
      exact hc (isCrossing_iff_even.2 he)
  obtain ⟨t, -, ht⟩ := isCompact_Icc.elim_nhds_subcover _ hiso
  refine t.finite_toSet.subset fun y hy => ?_
  obtain ⟨x, hxt, hyx⟩ := Set.mem_iUnion₂.1 (ht ⟨hy.1.1, hy.1.2.le⟩)
  have h : y = x := hyx hy.2
  rw [h]
  exact hxt

/-- For a differentiable phase with no tangential crossing in the closed zone, the change of the
branch index across the zone is the sum of the steps contributed by the crossings. -/
theorem branch_balance (hθ : Differentiable ℝ θ)
    (hreg : ∀ k ∈ Set.Icc 0 (2 * π), IsCrossing θ c k → deriv θ k ≠ 0) (P : Finset ℝ)
    (hP : ∀ k ∈ Set.Icc 0 (2 * π), IsCrossing θ c k → k ∈ P) :
    branch θ c (2 * π) - branch θ c 0 =
      ∑ p ∈ P, weight θ c p * ((sgn (2 * π - p) : ℤ) - (sgn (0 - p) : ℤ)) := by
  have hcont : ContinuousOn (fun x => branch θ c x -
      ∑ p ∈ P, weight θ c p * (sgn (x - p) : ℤ)) (Set.Icc 0 (2 * π)) := by
    intro x hx
    apply ContinuousAt.continuousWithinAt
    have hfar : ∀ᶠ y in 𝓝 x, ∀ p ∈ P, p ≠ x → sgn (y - p) = sgn (x - p) := by
      rw [Filter.eventually_all_finset]
      intro p _
      rcases lt_trichotomy p x with h | h | h
      · filter_upwards [eventually_gt_nhds h] with y hy _
        rw [sign_pos (sub_pos.2 hy), sign_pos (sub_pos.2 h)]
      · exact Eventually.of_forall fun y hne => absurd h hne
      · filter_upwards [eventually_lt_nhds h] with y hy _
        rw [sign_neg (sub_neg.2 hy), sign_neg (sub_neg.2 h)]
    have hev : ∀ᶠ y in 𝓝 x,
        branch θ c y - ∑ p ∈ P, weight θ c p * (sgn (y - p) : ℤ) =
        branch θ c x - ∑ p ∈ P, weight θ c p * (sgn (x - p) : ℤ) := by
      filter_upwards [hfar, branch_local (hθ x) (hreg x hx)] with y h1 h2
      have h4 : ∀ p ∈ P, weight θ c p * (sgn (y - p) : ℤ) =
          weight θ c p * (sgn (x - p) : ℤ) +
            if p = x then weight θ c x * (sgn (y - x) : ℤ) else 0 := by
        intro p hp
        by_cases h : p = x
        · simp [h]
        · rw [h1 p hp h, if_neg h, add_zero]
      rw [Finset.sum_congr rfl h4, Finset.sum_add_distrib, Finset.sum_ite_eq', h2]
      split_ifs with hxP
      · ring
      · have hw : weight θ c x = 0 := by rw [weight, if_neg fun h => hxP (hP x hx h)]
        rw [hw]
        ring
    exact continuousAt_const.congr (EventuallyEq.symm hev)
  -- a continuous integer-valued function on an interval is constant
  have hconst := isPreconnected_Icc.constant hcont
    (Set.right_mem_Icc.2 (by positivity)) (Set.left_mem_Icc.2 (by positivity))
  beta_reduce at hconst
  simp only [mul_sub, Finset.sum_sub_distrib]
  linarith

/-- For a differentiable Wannier phase with winding `C` that meets the line `c` only with nonzero
velocity, the crossings are finite in number and their directions sum to `C`. -/
theorem signed_crossings_eq_winding (hθ : Differentiable ℝ θ)
    (hper : ∀ k, θ (k + 2 * π) = θ k + 2 * π * C)
    (hreg : ∀ k ∈ crossings θ c, deriv θ k ≠ 0) :
    ∃ h : (crossings θ c).Finite, ∑ k ∈ h.toFinset, direction θ k = C := by
  have hpi : 0 < 2 * π := by positivity
  have h2 : θ (2 * π) = θ 0 + 2 * π * C := by simpa using hper 0
  have hb : branch θ c (2 * π) = branch θ c 0 + 2 * C := by
    have h : (θ (2 * π) - c) / (2 * π) = (θ 0 - c) / (2 * π) + C := by
      rw [h2]; field_simp; ring
    rw [branch, branch, h, Int.floor_add_intCast, Int.ceil_add_intCast]
    ring
  -- the two zone edges are equivalent
  have hedge : IsCrossing θ c (2 * π) ↔ IsCrossing θ c 0 := by
    rw [isCrossing_iff_even, isCrossing_iff_even, hb, Int.even_add]
    simp
  have hder : deriv θ (2 * π) = deriv θ 0 := by
    have h1 := (hθ (0 + 2 * π)).hasDerivAt.comp_add_const 0 (2 * π)
    simp only [hper] at h1
    have h3 := h1.unique ((hθ 0).hasDerivAt.add_const (2 * π * C))
    rwa [zero_add] at h3
  have hreg' : ∀ k ∈ Set.Icc 0 (2 * π), IsCrossing θ c k → deriv θ k ≠ 0 := by
    intro k hk hc
    rcases hk.2.lt_or_eq with h | h
    · exact hreg k ⟨⟨hk.1, h⟩, hc⟩
    · rw [h] at hc ⊢
      rw [hder]
      exact hreg 0 ⟨⟨le_rfl, hpi⟩, hedge.1 hc⟩
  have hfin := crossings_finite hθ hreg'
  refine ⟨hfin, ?_⟩
  have hmem : ∀ k, k ∈ hfin.toFinset ↔ k ∈ crossings θ c := fun k => hfin.mem_toFinset
  have hout : 2 * π ∉ hfin.toFinset := fun h => lt_irrefl _ ((hmem _).1 h).1.2
  have hbal := branch_balance hθ hreg' (insert (2 * π) hfin.toFinset) (by
    intro k hk hc
    rcases hk.2.lt_or_eq with h | h
    · exact Finset.mem_insert_of_mem ((hmem k).2 ⟨⟨hk.1, h⟩, hc⟩)
    · rw [h]; exact Finset.mem_insert_self _ _)
  -- interior crossings count twice, a crossing at the zone edge once from each end
  have hterm : ∀ p ∈ hfin.toFinset,
      weight θ c p * ((sgn (2 * π - p) : ℤ) - (sgn (0 - p) : ℤ)) =
        2 * direction θ p - if p = 0 then weight θ c 0 else 0 := by
    intro p hp
    have hp' := (hmem p).1 hp
    have hw : weight θ c p = direction θ p := by rw [weight, if_pos hp'.2]
    rw [sign_pos (sub_pos.2 hp'.1.2)]
    rcases hp'.1.1.eq_or_lt with h | h
    · subst h
      have h0 : sgn ((0 : ℝ) - 0) = 0 := by simp
      rw [h0, if_pos rfl, hw, SignType.coe_one, SignType.coe_zero]
      ring
    · rw [sign_neg (show (0 : ℝ) - p < 0 by linarith), if_neg h.ne', hw,
        SignType.coe_one, SignType.coe_neg_one]
      ring
  have hw0 : (if (0 : ℝ) ∈ hfin.toFinset then weight θ c 0 else 0) = weight θ c 0 := by
    split_ifs with h
    · rfl
    · rw [weight, if_neg fun hc => h ((hmem 0).2 ⟨⟨le_rfl, hpi⟩, hc⟩)]
  have hwp : weight θ c (2 * π) = weight θ c 0 := by
    by_cases h : IsCrossing θ c 0
    · rw [weight, weight, if_pos (hedge.2 h), if_pos h, direction, direction, hder]
    · rw [weight, weight, if_neg (mt hedge.1 h), if_neg h]
  have e1 : sgn (2 * π - 2 * π) = 0 := by simp
  have e2 : sgn (0 - 2 * π) = -1 := sign_neg (by linarith)
  rw [Finset.sum_insert hout, Finset.sum_congr rfl hterm, Finset.sum_sub_distrib,
    ← Finset.mul_sum, Finset.sum_ite_eq', hw0, hwp, hb, e1, e2,
    SignType.coe_zero, SignType.coe_neg_one] at hbal
  linarith

/-- A differentiable phase with winding `C` that meets the reference line only with nonzero velocity
meets it at least `|C|` times in `[0, 2π)`. -/
theorem winding_le_card_crossings (hθ : Differentiable ℝ θ)
    (hper : ∀ k, θ (k + 2 * π) = θ k + 2 * π * C)
    (hreg : ∀ k ∈ crossings θ c, deriv θ k ≠ 0) :
    |C| ≤ ((crossings θ c).ncard : ℤ) := by
  obtain ⟨h, hs⟩ := signed_crossings_eq_winding hθ hper hreg
  have hone : ∀ a : SignType, |(a : ℤ)| ≤ 1 := by decide
  rw [← hs, Set.ncard_eq_toFinset_card _ h]
  calc |∑ k ∈ h.toFinset, direction θ k| ≤ ∑ k ∈ h.toFinset, |direction θ k| :=
        Finset.abs_sum_le_sum_abs _ _
    _ ≤ ∑ _k ∈ h.toFinset, (1 : ℤ) := Finset.sum_le_sum fun k _ => hone _
    _ = (h.toFinset.card : ℤ) := by simp

/-- The phase `k - sin k` has winding one, yet in `[0, 2π)` it meets the line `c = 0` only at `k =
0`, where its velocity vanishes. -/
theorem tangential_crossing :
    (∀ k : ℝ, (k + 2 * π) - sin (k + 2 * π) = (k - sin k) + 2 * π * (1 : ℤ)) ∧
    crossings (fun k => k - sin k) 0 = {0} ∧ deriv (fun k : ℝ => k - sin k) 0 = 0 := by
  have hpi : 0 < 2 * π := by positivity
  refine ⟨fun k => by rw [Real.sin_add_two_pi]; push_cast; ring, ?_, ?_⟩
  · ext k
    rw [Set.mem_singleton_iff]
    constructor
    · rintro ⟨⟨h0, h1⟩, n, hn⟩
      by_contra hk
      have a := Real.sin_lt (lt_of_le_of_ne h0 (Ne.symm hk))
      have b := Real.sin_lt (sub_pos.2 h1)
      rw [Real.sin_two_pi_sub] at b
      -- the phase lies strictly between 0 and 2π
      have hn0 : (0 : ℝ) < n := by
        by_contra h
        nlinarith
      have hn1 : (n : ℝ) < 1 := by
        by_contra h
        nlinarith
      have i0 : 0 < n := by exact_mod_cast hn0
      have i1 : n < 1 := by exact_mod_cast hn1
      omega
    · rintro rfl
      exact ⟨⟨le_rfl, hpi⟩, 0, by simp⟩
  · have h : HasDerivAt (fun k : ℝ => k - sin k) (1 - cos 0) 0 :=
      (hasDerivAt_id' 0).fun_sub (Real.hasDerivAt_sin 0)
    rw [h.deriv, Real.cos_zero, sub_self]

end WannierCrossings
```

```lean
#print axioms WannierCrossings.signed_crossings_eq_winding
#print axioms WannierCrossings.winding_le_card_crossings
#print axioms WannierCrossings.tangential_crossing
```

```
'WannierCrossings.signed_crossings_eq_winding' depends on axioms: [propext, Classical.choice, Quot.sound]
'WannierCrossings.winding_le_card_crossings' depends on axioms: [propext, Classical.choice, Quot.sound]
'WannierCrossings.tangential_crossing' depends on axioms: [propext, Classical.choice, Quot.sound]
```

## Hypotheses and conclusion in physical terms

In `signed_crossings_eq_winding`, `θ : ℝ → ℝ` is the lifted phase, not its value modulo 2π. `hper` says that the Wannier centre moves by C cells over one period of k; `hreg` says that θ′ ≠ 0 wherever it meets the reference position. The docstrings call θ′ a velocity, but it is a rate of change with k, not with time. The set `crossings θ c` uses the half-open zone, so an edge crossing is counted once. The conclusion supplies a finiteness proof `h` and sums `direction`, the integer sign of θ′, over the resulting finite set. Continuity of θ′ is not required.

## How the lemmas follow the derivation

`sign_increment` turns the limit of the slope into a sign near x. `floor_add_ceil` evaluates b close to an integer, and `isCrossing_iff_even` is the parity statement. `branch_local` combines the first two into the step formula, with `weight` for w.

`crossings_finite` extracts the finite cover with `isCompact_Icc.elim_nhds_subcover`. `branch_balance` shows that g is continuous and applies `isPreconnected_Icc.constant`. The main theorem transfers `hreg` to the closed zone, evaluates the edge terms and finishes with `linarith`. `winding_le_card_crossings` is the triangle inequality.

## Tangential lines, several bands and grids

Without transversality the identity can fail. `tangential_crossing` treats θ(k) = k − sin k with c = 0, which has C = 1. For 0 < k < 2π, the inequalities sin k < k and sin(2π − k) < 2π − k give 0 < θ(k) < 2π, so the only crossing is k = 0. There θ′ = 1 − cos 0 = 0, and the signed sum is 0 instead of 1.

The file takes θ as given; its construction from Bloch states and the identification of C with a Chern number are separate matters. With several bands, individual Wilson-loop eigenphases may permute over a period and so violate `hper`; a differentiable lift of their sum satisfies it. On a k-grid, the code must still choose the correct branch between neighbouring samples.
